# Electrostatic surface modes of a polar slab and sphere lie between the TO and LO frequencies

A bulk polar crystal with one undamped, isotropic infrared-active oscillator has two characteristic long-wavelength optical frequencies, the transverse $\omega_T$ and the longitudinal $\omega_L$. Assigning them to a film or a small particle misplaces its surface modes: in this model the dipole mode of a sphere sits at neither. Such modes obey $\varepsilon=-t$, with $\varepsilon$ the dielectric function and $t>0$ fixed by the shape, the surrounding medium and the wave number and parity (slab) or multipole order (sphere) of the mode, and labelling a mode by $t$ is ambiguous until this equation is known to have exactly one root.

```lean
import Mathlib

open Filter Topology

namespace SurfacePhononModes

noncomputable section
```

## Dielectric function and boundary conditions

Let $W=\omega^2$, $T=\omega_T^2$, $L=\omega_L^2$, and let $e>0$ be the high-frequency permittivity. The model is
$$\varepsilon(W)=e\,\frac{L-W}{T-W},$$
and $T<L$ says that the oscillator carries a dipole, which splits LO from TO.

```lean
/-- Undamped dielectric function of a polar crystal at squared frequency `W`, with
high-frequency permittivity `e` and squared LO and TO frequencies `L` and `T`. -/
def dielectric (e L T W : ℝ) : ℝ := e * (L - W) / (T - W)
```

For $W\ne T$, $\varepsilon(W)=-t$ becomes $e(L-W)=-t(T-W)$, that is $(e+t)W=eL+tT$, so
$$W(t)=\frac{eL+tT}{e+t}.$$

```lean
/-- The squared frequency `W(t) = (e L + t T) / (e + t)`. -/
def mode (e L T t : ℝ) : ℝ := (e * L + t * T) / (e + t)
```

The values of $t$ come from matching the potential and the normal displacement at the boundary with a medium of permittivity $m>0$ (vacuum is $m=1$), neglecting retardation. Take a slab $|z|<d/2$ with the same medium on both sides, in-plane wave number $q>0$ and $x=qd/2$, with outside potential $B\exp(-q(z-d/2))$ above it. An inside potential $A\sinh qz$ gives $A\sinh x=B$ and $\varepsilon A\cosh x=-mB$, hence $\varepsilon=-m\tanh x$. With $A\cosh qz$ the roles swap and $\varepsilon=-m\coth x$. A single flat surface gives $\varepsilon=-m$. This matching is physical input: Lean takes the resulting $t$ as definitions and does not derive them.

```lean
/-- Hyperbolic cotangent. -/
def coth (x : ℝ) : ℝ := Real.cosh x / Real.sinh x

/-- Slab branch `W(m tanh x)` in a medium of permittivity `m`, with `x` the in-plane
wave number times half the thickness. -/
def slabUpper (e L T m x : ℝ) : ℝ := mode e L T (m * Real.tanh x)

/-- Slab branch `W(m coth x)` in a medium of permittivity `m`, with `x` the in-plane
wave number times half the thickness. -/
def slabLower (e L T m x : ℝ) : ℝ := mode e L T (m * coth x)
```

For a sphere, with $r$ the distance from the centre, the radial factors $r^{l}$ inside and $r^{-(l+1)}$ outside give $\varepsilon\,l=-m(l+1)$ for multipole order $l\ge1$.

```lean
/-- Sphere mode of multipole order `l ≥ 1` in a medium of permittivity `m`: `W(m (l+1)/l)`. The
value at `l = 0` comes from division by zero and has no physical meaning. -/
def sphereMode (e L T m : ℝ) (l : ℕ) : ℝ := mode e L T (m * (((l : ℝ) + 1) / l))
```

## One root, inside the gap

Subtracting over the common denominator,
$$W(t)-T=\frac{e(L-T)}{e+t}>0,\qquad L-W(t)=\frac{t(L-T)}{e+t}>0 .$$
After the denominator is cleared, `nlinarith` receives these two numerators as its hints. `Set.Ioo T L` is the open interval.

```lean
variable {e L T t m : ℝ}

/-- For `t > 0` the value `W(t)` lies strictly between the squared TO and LO frequencies. -/
theorem mode_mem_Ioo (he : 0 < e) (hTL : T < L) (ht : 0 < t) :
    mode e L T t ∈ Set.Ioo T L := by
  have hpos : 0 < e + t := by positivity
  unfold mode
  constructor
  · rw [lt_div_iff₀ hpos]
    nlinarith [mul_pos he (sub_pos.2 hTL)]
  · rw [div_lt_iff₀ hpos]
    nlinarith [mul_pos ht (sub_pos.2 hTL)]
```

The equivalence below holds for every real $W$. Forwards it is the rearrangement above, done by `linear_combination`. Backwards, $W(t)>T$ keeps the root off the pole, so the multiplication by $T-W$ can be undone. The clause `W ≠ T` is written out so that the statement never relies on Lean's value for division by zero.

```lean
/-- For `t > 0`, a squared frequency `W` lies off the pole `T` and solves `ε(W) = -t`
exactly when `W = W(t)`. -/
theorem dielectric_eq_neg_iff (he : 0 < e) (hTL : T < L) (ht : 0 < t) (W : ℝ) :
    (W ≠ T ∧ dielectric e L T W = -t) ↔ W = mode e L T t := by
  have hpos : 0 < e + t := by positivity
  constructor
  · rintro ⟨hW, h⟩
    have hne : T - W ≠ 0 := sub_ne_zero.2 hW.symm
    unfold dielectric at h
    unfold mode
    rw [div_eq_iff hne] at h
    rw [eq_div_iff hpos.ne']
    linear_combination (-1) * h
  · intro h
    -- the solution lies above the pole
    have hW : T < W := by rw [h]; exact (mode_mem_Ioo he hTL ht).1
    have hne : T - W ≠ 0 := sub_ne_zero.2 hW.ne
    refine ⟨hW.ne', ?_⟩
    unfold mode at h
    unfold dielectric
    rw [eq_div_iff hpos.ne'] at h
    rw [div_eq_iff hne]
    linear_combination (-1) * h
```

For frequencies take $0<\omega_T<\omega_L$. A positive $\omega\ne\omega_T$ has $\omega^2\ne\omega_T^2$, so $\omega^2=W(t)$ and $\omega=\sqrt{W(t)}$; square roots of $\omega_T^2<W(t)<\omega_L^2$ place it in $(\omega_T,\omega_L)$. This is the only theorem that assumes a sign for the TO frequency.

```lean
/-- For `0 < ωT < ωL` and `t > 0`, the only positive frequency `ω ≠ ωT` with
`ε(ω²) = -t` is `√W(t)`, and it lies strictly between `ωT` and `ωL`. -/
theorem frequency_unique {ωT ωL : ℝ} (he : 0 < e) (hT : 0 < ωT) (hTL : ωT < ωL)
    (ht : 0 < t) :
    (∀ ω, (0 < ω ∧ ω ≠ ωT ∧ dielectric e (ωL ^ 2) (ωT ^ 2) (ω ^ 2) = -t) ↔
      ω = Real.sqrt (mode e (ωL ^ 2) (ωT ^ 2) t)) ∧
    Real.sqrt (mode e (ωL ^ 2) (ωT ^ 2) t) ∈ Set.Ioo ωT ωL := by
  have hsq : ωT ^ 2 < ωL ^ 2 := by nlinarith
  obtain ⟨h1, h2⟩ := mode_mem_Ioo he hsq ht
  have hlo : ωT < Real.sqrt (mode e (ωL ^ 2) (ωT ^ 2) t) := (Real.lt_sqrt hT.le).2 h1
  have hhi : Real.sqrt (mode e (ωL ^ 2) (ωT ^ 2) t) < ωL :=
    (Real.sqrt_lt' (hT.trans hTL)).2 h2
  refine ⟨fun ω => ⟨?_, ?_⟩, hlo, hhi⟩
  · rintro ⟨hω, hne, h⟩
    have hne2 : ω ^ 2 ≠ ωT ^ 2 := fun h' => hne ((sq_eq_sq₀ hω.le hT.le).1 h')
    have hW := (dielectric_eq_neg_iff he hsq ht _).1 ⟨hne2, h⟩
    rw [← hW, Real.sqrt_sq hω.le]
  · intro h
    have hω : ωT < ω := by rw [h]; exact hlo
    have hW : ω ^ 2 = mode e (ωL ^ 2) (ωT ^ 2) t := by
      rw [h]; exact Real.sq_sqrt ((sq_nonneg ωT).trans h1.le)
    exact ⟨hT.trans hω, hω.ne', ((dielectric_eq_neg_iff he hsq ht _).2 hW).2⟩
```

## Dependence on the geometric factor

For $0\le s<t$,
$$W(s)-W(t)=\frac{e(L-T)(t-s)}{(e+s)(e+t)}>0,$$
and the numerator is again the hint.

```lean
/-- `W(t)` decreases strictly in `t` for `t ≥ 0`. -/
theorem mode_lt_mode (he : 0 < e) (hTL : T < L) {s : ℝ} (hs : 0 ≤ s) (hst : s < t) :
    mode e L T t < mode e L T s := by
  unfold mode
  rw [div_lt_div_iff₀ (by linarith) (by linarith)]
  -- the difference is e (L - T) (t - s)
  nlinarith [mul_pos (mul_pos he (sub_pos.2 hTL)) (sub_pos.2 hst)]
```

The denominator is nonzero for $t\ge0$, which gives continuity, and $W(0)=eL/e=L$. The form $W(t)=T+e(L-T)/(e+t)$ gives $W\to T$ as $t\to\infty$; `congr'` transfers the limit from this form to `mode` on $t>0$. No ordering of $T$ and $L$ is assumed here.

```lean
/-- `W(t)` is continuous at each `t ≥ 0`, equals `L` at `t = 0` and tends to `T`
as `t → ∞`. -/
theorem mode_limits (he : 0 < e) (L T : ℝ) :
    (∀ s, 0 ≤ s → ContinuousAt (mode e L T) s) ∧ mode e L T 0 = L ∧
    Tendsto (mode e L T) atTop (𝓝 T) := by
  refine ⟨fun s hs => ?_, ?_, ?_⟩
  · have hne : e + s ≠ 0 := by positivity
    have hn : ContinuousAt (fun t : ℝ => e * L + t * T) s := by fun_prop
    have hd : ContinuousAt (fun t : ℝ => e + t) s := by fun_prop
    exact hn.div hd hne
  · unfold mode
    rw [div_eq_iff (by simpa using he.ne')]
    ring
  · -- W(t) = T + e (L - T) / (e + t)
    have h1 : Tendsto (fun t : ℝ => e * (L - T) / (e + t)) atTop (𝓝 0) :=
      tendsto_const_nhds.div_atTop (tendsto_atTop_add_const_left _ _ tendsto_id)
    have h2 := h1.const_add T
    rw [add_zero] at h2
    refine h2.congr' ?_
    filter_upwards [eventually_gt_atTop 0] with t ht
    have hne : e + t ≠ 0 := by positivity
    unfold mode
    field_simp
    ring
```

## Thin and thick slabs

For $x>0$, $\sinh x>0$ and $\cosh x-\sinh x=\exp(-x)>0$, so $0<\tanh x<1<\coth x$. Continuity gives $\tanh x\to0$ as $x\to0^+$, the filter `𝓝[>] 0`, and since $\tanh x$ stays positive its reciprocal $\coth x$ tends to $+\infty$. With $u=\exp(-x)$, $\tanh x=(1-u^2)/(1+u^2)\to1$ as $x\to\infty$ (`atTop`), and so does the reciprocal.

```lean
/-- For `x > 0`, `0 < tanh x < 1 < coth x`; as `x → 0+`, `tanh x → 0` and `coth x → +∞`;
as `x → ∞` both tend to one. -/
theorem tanh_coth_facts :
    (∀ x, 0 < x → 0 < Real.tanh x ∧ Real.tanh x < 1 ∧ 1 < coth x) ∧
    Tendsto Real.tanh (𝓝[>] 0) (𝓝 0) ∧ Tendsto coth (𝓝[>] 0) atTop ∧
    Tendsto Real.tanh atTop (𝓝 1) ∧ Tendsto coth atTop (𝓝 1) := by
  have hf : Real.tanh = fun x => Real.sinh x / Real.cosh x :=
    funext Real.tanh_eq_sinh_div_cosh
  have hinv : coth = fun x => (Real.tanh x)⁻¹ := by
    funext x
    rw [Real.tanh_eq_sinh_div_cosh, inv_div, coth]
  have hb : ∀ x, 0 < x → 0 < Real.tanh x ∧ Real.tanh x < 1 ∧ 1 < coth x := by
    intro x hx
    have hs : 0 < Real.sinh x := Real.sinh_pos_iff.2 hx
    have hc := Real.cosh_pos x
    have hsc : Real.sinh x < Real.cosh x := by
      rw [Real.sinh_eq, Real.cosh_eq]
      linarith [Real.exp_pos (-x)]
    rw [Real.tanh_eq_sinh_div_cosh]
    exact ⟨div_pos hs hc, (div_lt_one hc).2 hsc, (one_lt_div hs).2 hsc⟩
  have h0 : Tendsto Real.tanh (𝓝[>] 0) (𝓝 0) := by
    have hc : Continuous Real.tanh := by
      rw [hf]
      exact Real.continuous_sinh.div Real.continuous_cosh fun x => (Real.cosh_pos x).ne'
    have h := hc.tendsto 0
    rw [Real.tanh_zero] at h
    exact h.mono_left nhdsWithin_le_nhds
  have h1 : Tendsto Real.tanh atTop (𝓝 1) := by
    -- tanh x = (1 - u²) / (1 + u²) with u = exp (-x) → 0
    have hu := Real.tendsto_exp_neg_atTop_nhds_zero.pow 2
    have h := (hu.const_sub 1).div (hu.const_add 1) (by norm_num)
    have hv : (1 - (0 : ℝ) ^ 2) / (1 + 0 ^ 2) = 1 := by norm_num
    rw [hv] at h
    refine h.congr fun x => ?_
    have hx : Real.exp x * Real.exp (-x) = 1 := by rw [← Real.exp_add]; simp
    show (1 - Real.exp (-x) ^ 2) / (1 + Real.exp (-x) ^ 2) = Real.tanh x
    rw [Real.tanh_eq_sinh_div_cosh, div_eq_div_iff (by positivity) (Real.cosh_pos x).ne',
      Real.sinh_eq, Real.cosh_eq]
    linear_combination (-Real.exp (-x)) * hx
  refine ⟨hb, h0, ?_, h1, ?_⟩
  · have h : Tendsto Real.tanh (𝓝[>] 0) (𝓝[>] 0) :=
      tendsto_nhdsWithin_iff.2 ⟨h0, by
        filter_upwards [self_mem_nhdsWithin] with x hx using (hb x hx).1⟩
    rw [hinv]
    exact tendsto_inv_nhdsGT_zero.comp h
  · have h := h1.inv₀ one_ne_zero
    rw [inv_one] at h
    rw [hinv]
    exact h
```

Composing, $m\tanh x\to0$ sends the upper branch to $W(0)=L$, and $m\coth x\to\infty$ sends the lower branch to $T$. At large $x$ both arguments tend to $m$, and continuity at $m$ gives the flat-surface value $W(m)$: the two faces decouple. In vacuum this is $W(1)$.

```lean
/-- As `x → 0+` the slab branches `W(m tanh x)` and `W(m coth x)` tend to `L` and `T`;
as `x → ∞` both tend to `W(m)`. -/
theorem slab_limits (he : 0 < e) (hm : 0 < m) (L T : ℝ) :
    Tendsto (slabUpper e L T m) (𝓝[>] 0) (𝓝 L) ∧
    Tendsto (slabLower e L T m) (𝓝[>] 0) (𝓝 T) ∧
    Tendsto (slabUpper e L T m) atTop (𝓝 (mode e L T m)) ∧
    Tendsto (slabLower e L T m) atTop (𝓝 (mode e L T m)) := by
  obtain ⟨hc, hL, hT⟩ := mode_limits he L T
  obtain ⟨-, h1, h2, h3, h4⟩ := tanh_coth_facts
  have g1 := h1.const_mul m
  have g3 := h3.const_mul m
  have g4 := h4.const_mul m
  rw [mul_zero] at g1
  rw [mul_one] at g3 g4
  have k1 := (hc 0 le_rfl).tendsto.comp g1
  rw [hL] at k1
  exact ⟨k1, hT.comp (h2.const_mul_atTop hm), (hc m hm.le).tendsto.comp g3,
    (hc m hm.le).tendsto.comp g4⟩
```

For $x>0$, $0<m\tanh x<m<m\coth x$. Both arguments are positive, so each branch is the unique root of its equation, and the strict decrease of $W$ yields
$$T<W(m\coth x)<W(m)<W(m\tanh x)<L .$$

```lean
/-- For `x > 0` the slab branches are ordered as
`T < W(m coth x) < W(m) < W(m tanh x) < L`. -/
theorem slab_order (he : 0 < e) (hTL : T < L) (hm : 0 < m) {x : ℝ} (hx : 0 < x) :
    T < slabLower e L T m x ∧ slabLower e L T m x < mode e L T m ∧
    mode e L T m < slabUpper e L T m x ∧ slabUpper e L T m x < L := by
  obtain ⟨h1, h2, h3⟩ := tanh_coth_facts.1 x hx
  have ha : m < m * coth x := by nlinarith
  have hb : m * Real.tanh x < m := by nlinarith
  exact ⟨(mode_mem_Ioo he hTL (hm.trans ha)).1, mode_lt_mode he hTL hm.le ha,
    mode_lt_mode he hTL (mul_pos hm h1).le hb, (mode_mem_Ioo he hTL (mul_pos hm h1)).2⟩
```

## Sphere multipoles

At $l=1$ the argument is $2m$, the Fröhlich condition $\varepsilon=-2m$, and $2m>m$ gives $W(2m)<W(m)$, in vacuum $W(2)<W(1)$. For $1\le l<k$, cross-multiplying turns $(k+1)/k<(l+1)/l$ into $l<k$, so the modes rise strictly with order. Since $(l+1)/l=1+1/l$ exceeds one and tends to one, they stay below $W(m)$ and converge to it by continuity. Each comparison is one use of `mode_lt_mode`.

```lean
/-- The `l = 1` sphere mode is `W(2m)` and `W(2m) < W(m)`; for `l ≥ 1` the sphere modes
increase strictly with `l` and stay below `W(m)`, and they tend to `W(m)` as `l → ∞`. -/
theorem sphere_modes (he : 0 < e) (hTL : T < L) (hm : 0 < m) :
    sphereMode e L T m 1 = mode e L T (2 * m) ∧ mode e L T (2 * m) < mode e L T m ∧
    (∀ l k : ℕ, 1 ≤ l → l < k → sphereMode e L T m l < sphereMode e L T m k) ∧
    (∀ l : ℕ, 1 ≤ l → sphereMode e L T m l < mode e L T m) ∧
    Tendsto (sphereMode e L T m) atTop (𝓝 (mode e L T m)) := by
  refine ⟨?_, mode_lt_mode he hTL hm.le (by linarith), fun l k hl hlk => ?_,
    fun l hl => ?_, ?_⟩
  · unfold sphereMode
    congr 1
    push_cast
    ring
  · have h1 : (0 : ℝ) < l := by exact_mod_cast hl
    have h2 : (l : ℝ) < k := by exact_mod_cast hlk
    refine mode_lt_mode he hTL (by positivity) (mul_lt_mul_of_pos_left ?_ hm)
    rw [div_lt_div_iff₀ (h1.trans h2) h1]
    nlinarith
  · have h1 : (0 : ℝ) < l := by exact_mod_cast hl
    have h2 : 1 < ((l : ℝ) + 1) / l := (one_lt_div h1).2 (by linarith)
    exact mode_lt_mode he hTL hm.le (by nlinarith)
  · -- (l + 1) / l = 1 + 1 / l → 1
    have h0 : Tendsto (fun l : ℕ => (l : ℝ)⁻¹) atTop (𝓝 0) :=
      tendsto_inv_atTop_zero.comp tendsto_natCast_atTop_atTop
    have h1 := (h0.const_add 1).const_mul m
    rw [add_zero, mul_one] at h1
    have h2 : Tendsto (fun l : ℕ => m * (((l : ℝ) + 1) / l)) atTop (𝓝 m) := by
      refine h1.congr' ?_
      filter_upwards [eventually_gt_atTop 0] with l hl
      have hne : (l : ℝ) ≠ 0 := by exact_mod_cast hl.ne'
      rw [add_div, div_self hne, one_div]
    exact ((mode_limits he L T).1 m hm.le).tendsto.comp h2

end

end SurfacePhononModes
```

Given $e$, $\omega_T$ and $\omega_L$ from a bulk electronic-structure calculation, these formulas supply a continuum reference for surface optical phonons in slab or nanoparticle simulations, within a lossless, local, isotropic, one-oscillator model without retardation. The limits in $x$ and $l$ belong to that continuum, which knows no lattice spacing, and at fixed thickness $x\to0$ means $q\to0$, where retardation can no longer be neglected. The theorems give end values and ordering of the slab branches, not their monotonicity in $x$.

```lean
#print axioms SurfacePhononModes.frequency_unique
#print axioms SurfacePhononModes.slab_limits
#print axioms SurfacePhononModes.slab_order
#print axioms SurfacePhononModes.sphere_modes
```

```
'SurfacePhononModes.frequency_unique' depends on axioms: [propext, Classical.choice, Quot.sound]
'SurfacePhononModes.slab_limits' depends on axioms: [propext, Classical.choice, Quot.sound]
'SurfacePhononModes.slab_order' depends on axioms: [propext, Classical.choice, Quot.sound]
'SurfacePhononModes.sphere_modes' depends on axioms: [propext, Classical.choice, Quot.sound]
```
